# Products of orthonormal site functions are orthonormal under the product weight

## Two binary sites

Take two sites, each holding species $s=0$ or $s=1$ with weights $w(0)=1-x$ and $w(1)=x$, where $0<x<1$. On each site use the functions
$$\varphi_0(s)=1,\qquad \varphi_1(s)=\frac{s-x}{\sqrt{x(1-x)}}.$$
Write $\langle f,g\rangle_w=\sum_s w(s)\,\overline{f(s)}\,g(s)$. Then
$$\langle\varphi_0,\varphi_0\rangle_w=(1-x)+x=1,\qquad \langle\varphi_0,\varphi_1\rangle_w=\frac{-(1-x)x+x(1-x)}{\sqrt{x(1-x)}}=0,$$
$$\langle\varphi_1,\varphi_1\rangle_w=\frac{(1-x)x^2+x(1-x)^2}{x(1-x)}=1.$$

Now compare the point function $\varphi_1(s_1)\varphi_0(s_2)$ with the pair function $\varphi_1(s_1)\varphi_1(s_2)$ under the weight $w(s_1)w(s_2)$. The double sum splits into $\langle\varphi_1,\varphi_1\rangle_w\,\langle\varphi_0,\varphi_1\rangle_w=1\cdot 0=0$. The second site, where the choices differ, makes the two functions orthogonal.

## Any finite lattice

Let site $i$ have a finite species set $S_i$, real weights $w_i$ and functions $\varphi_{i,k}$ with $\langle\varphi_{i,k},\varphi_{i,l}\rangle_{w_i}=\delta_{kl}$. A configuration $\sigma$ assigns a species to each site, with weight $W(\sigma)=\prod_i w_i(\sigma_i)$. A label $\alpha$ chooses one function per site and defines $\Phi_\alpha(\sigma)=\prod_i\varphi_{i,\alpha_i}(\sigma_i)$. Then
$$\langle\Phi_\alpha,\Phi_\beta\rangle_W=\sum_\sigma\prod_i w_i(\sigma_i)\overline{\varphi_{i,\alpha_i}(\sigma_i)}\varphi_{i,\beta_i}(\sigma_i)=\prod_i\langle\varphi_{i,\alpha_i},\varphi_{i,\beta_i}\rangle_{w_i}=\prod_i\delta_{\alpha_i\beta_i}=\delta_{\alpha\beta}.$$

## Expansion and random-alloy averages

Suppose each site has as many functions as species. Then there are as many labels as configurations, and the matrices $A_{\alpha\sigma}=W(\sigma)\overline{\Phi_\alpha(\sigma)}$ and $B_{\sigma\alpha}=\Phi_\alpha(\sigma)$ are square. Orthonormality says $AB=1$, hence $BA=1$, and applying $BA$ to any function $F$ gives
$$F(\sigma)=\sum_\alpha\langle\Phi_\alpha,F\rangle_W\,\Phi_\alpha(\sigma).$$

If the function labelled $o_i$ is the constant 1 on every site, only sites with $\alpha_i\neq o_i$ contribute factors to $\Phi_\alpha$; they form the cluster. Since $\Phi_o=1$, the average of $\Phi_\alpha$ is $\langle\Phi_o,\Phi_\alpha\rangle_W$, which vanishes for $\alpha\neq o$.

In alloy theory $F$ can be the energy of each configuration on a fixed finite lattice, expanded here over all clusters without truncation.

## Spin variables away from half concentration

The functions $1$ and $2s-1=\pm1$ are orthonormal at $x=\tfrac12$. Keeping them at another concentration breaks the hypothesis, because their inner product is $2x-1$. Projection with the weight at $x$ then no longer gives the expansion coefficients in general. The products of these functions still expand every $F$, at any composition: the coefficients come from projection with the weight at $x=\tfrac12$, under which the functions are orthonormal.

## The statement in Lean

The sites form the finite type `ι`; `S i` holds the species and `K i` the function labels, and both may vary from site to site. A configuration is a dependent function `σ : ∀ i, S i`. `weightedInner` conjugates its first argument, and `WeightedOrthonormal` is the Kronecker-delta condition.

The main theorem, `clusterFunction_orthonormal`, assumes only orthonormality on each site. Its weights are real and need not be probabilities; if they are, `productWeight_isProbability` shows that the configuration weight is one too. A product weight describes independent site occupations. With short-range order the averages of the cluster functions need not vanish, though the expansion still holds for every configuration. Infinite lattices and the grouping of clusters by symmetry are not covered.

```lean
import Mathlib

open Matrix
open scoped ComplexConjugate

namespace ClusterExpansion

noncomputable section

/-- The inner product of two complex functions on a finite set, weighted by `w`. -/
def weightedInner {X : Type*} [Fintype X] (w : X → ℝ) (f g : X → ℂ) : ℂ :=
  ∑ s, (w s : ℂ) * (conj (f s) * g s)

/-- A family of functions is orthonormal under the weight `w` if its weighted inner
products are Kronecker deltas. -/
def WeightedOrthonormal {X L : Type*} [Fintype X] [DecidableEq L]
    (w : X → ℝ) (φ : L → X → ℂ) : Prop :=
  ∀ k l, weightedInner w (φ k) (φ l) = if k = l then 1 else 0

/-- A probability weight is nonnegative and sums to one. -/
def IsProbability {X : Type*} [Fintype X] (w : X → ℝ) : Prop :=
  (∀ s, 0 ≤ w s) ∧ ∑ s, w s = 1

variable {ι : Type*} [Fintype ι] {S K : ι → Type*}

/-- The weight of a configuration is the product of the weights of the species on its sites. -/
def productWeight (w : ∀ i, S i → ℝ) (σ : ∀ i, S i) : ℝ :=
  ∏ i, w i (σ i)

/-- The cluster function labelled by `α` is the product over all sites `i` of the site
function number `α i`, evaluated at the species on that site. -/
def clusterFunction (φ : ∀ i, K i → S i → ℂ) (α : ∀ i, K i) (σ : ∀ i, S i) : ℂ :=
  ∏ i, φ i (α i) (σ i)

/-- Probability weights on the sites give a probability weight on the configurations. -/
theorem productWeight_isProbability [DecidableEq ι] [∀ i, Fintype (S i)]
    {w : ∀ i, S i → ℝ} (h : ∀ i, IsProbability (w i)) :
    IsProbability (productWeight w) := by
  refine ⟨fun σ => Finset.prod_nonneg fun i _ => (h i).1 (σ i), ?_⟩
  calc ∑ σ, productWeight w σ = ∏ i, ∑ s, w i s := by
        simp only [productWeight]
        rw [Finset.prod_univ_sum, Fintype.piFinset_univ]
    _ = 1 := Finset.prod_eq_one fun i _ => (h i).2

/-- The inner product of two cluster functions under the product weight is the product of
the inner products of their site functions. -/
theorem inner_clusterFunction [DecidableEq ι] [∀ i, Fintype (S i)]
    (w : ∀ i, S i → ℝ) (φ : ∀ i, K i → S i → ℂ) (α β : ∀ i, K i) :
    weightedInner (productWeight w) (clusterFunction φ α) (clusterFunction φ β) =
      ∏ i, weightedInner (w i) (φ i (α i)) (φ i (β i)) := by
  simp only [weightedInner, productWeight, clusterFunction]
  -- a product of sums over species is a sum over configurations
  rw [Finset.prod_univ_sum, Fintype.piFinset_univ]
  refine Finset.sum_congr rfl fun σ _ => ?_
  simp only [Complex.ofReal_prod, map_prod, Finset.prod_mul_distrib]

/-- If the functions on every site are orthonormal under the site weight, the cluster
functions are orthonormal under the product weight on configurations. -/
theorem clusterFunction_orthonormal [DecidableEq ι] [∀ i, Fintype (S i)]
    [∀ i, DecidableEq (K i)] {w : ∀ i, S i → ℝ} {φ : ∀ i, K i → S i → ℂ}
    (h : ∀ i, WeightedOrthonormal (w i) (φ i)) :
    WeightedOrthonormal (productWeight w) (clusterFunction φ) := by
  intro α β
  rw [inner_clusterFunction, Finset.prod_congr rfl fun i _ => h i (α i) (β i)]
  by_cases hab : α = β
  · subst hab
    simp
  · -- one site with different labels makes the whole product vanish
    obtain ⟨i, hi⟩ := Function.ne_iff.mp hab
    rw [if_neg hab]
    exact Finset.prod_eq_zero (Finset.mem_univ i) (if_neg hi)

/-- An orthonormal family with as many functions as the finite set has points expands every
function on that set, with the inner products as coefficients. -/
theorem expansion_of_orthonormal {X L : Type*} [Fintype X] [Fintype L] [DecidableEq L]
    {w : X → ℝ} {φ : L → X → ℂ} (h : WeightedOrthonormal w φ)
    (hcard : Fintype.card L = Fintype.card X) (F : X → ℂ) (s : X) :
    F s = ∑ k, weightedInner w (φ k) F * φ k s := by
  let e : L ≃ X := Fintype.equivOfCardEq hcard
  let A : Matrix L L ℂ := fun k l => (w (e l) : ℂ) * conj (φ k (e l))
  let B : Matrix L L ℂ := fun l k => φ k (e l)
  have hA : ∀ k (G : X → ℂ), weightedInner w (φ k) G = ∑ l, A k l * G (e l) := by
    intro k G
    unfold weightedInner
    rw [← Equiv.sum_comp e]
    exact Finset.sum_congr rfl fun l _ => (mul_assoc _ _ _).symm
  -- orthonormality is A B = 1; for square matrices this gives completeness, B A = 1
  have hAB : A * B = 1 := by
    ext k l
    rw [Matrix.mul_apply, Matrix.one_apply]
    exact (hA k (φ l)).symm.trans (h k l)
  have hBA : B * A = 1 := mul_eq_one_comm.mp hAB
  obtain ⟨m, rfl⟩ := e.surjective s
  have key : B *ᵥ (A *ᵥ (fun l => F (e l))) = fun l => F (e l) := by
    rw [Matrix.mulVec_mulVec, hBA, Matrix.one_mulVec]
  refine (congrFun key m).symm.trans ?_
  simp only [Matrix.mulVec, dotProduct]
  refine Finset.sum_congr rfl fun k _ => ?_
  rw [hA k F]
  exact mul_comm _ _

/-- If every site has as many orthonormal functions as species, any function of the
configuration equals its cluster expansion, with coefficients given by projection. -/
theorem cluster_expansion [DecidableEq ι] [∀ i, Fintype (S i)] [∀ i, Fintype (K i)]
    [∀ i, DecidableEq (K i)] {w : ∀ i, S i → ℝ} {φ : ∀ i, K i → S i → ℂ}
    (h : ∀ i, WeightedOrthonormal (w i) (φ i))
    (hcard : ∀ i, Fintype.card (K i) = Fintype.card (S i))
    (F : (∀ i, S i) → ℂ) (σ : ∀ i, S i) :
    F σ = ∑ α, weightedInner (productWeight w) (clusterFunction φ α) F *
      clusterFunction φ α σ := by
  refine expansion_of_orthonormal (clusterFunction_orthonormal h) ?_ F σ
  rw [Fintype.card_pi, Fintype.card_pi]
  exact Finset.prod_congr rfl fun i _ => hcard i

/-- If the site function labelled `o i` is the constant 1 on every site, a cluster function
is a product over only those sites where another label is chosen. -/
theorem clusterFunction_eq_prod_cluster [∀ i, DecidableEq (K i)]
    {φ : ∀ i, K i → S i → ℂ} {o : ∀ i, K i} (ho : ∀ i s, φ i (o i) s = 1)
    (α : ∀ i, K i) (σ : ∀ i, S i) :
    clusterFunction φ α σ =
      ∏ i ∈ Finset.univ.filter (fun i => α i ≠ o i), φ i (α i) (σ i) := by
  symm
  apply Finset.prod_filter_of_ne
  intro i _ hne heq
  apply hne
  rw [heq]
  exact ho i _

/-- If the site functions are orthonormal and the one labelled `o i` is the constant 1 on
every site, each cluster function with `α ≠ o` has zero average under the product weight. -/
theorem random_alloy_average_eq_zero [DecidableEq ι] [∀ i, Fintype (S i)]
    [∀ i, DecidableEq (K i)] {w : ∀ i, S i → ℝ} {φ : ∀ i, K i → S i → ℂ}
    (h : ∀ i, WeightedOrthonormal (w i) (φ i)) {o : ∀ i, K i}
    (ho : ∀ i s, φ i (o i) s = 1) {α : ∀ i, K i} (hα : α ≠ o) :
    ∑ σ, (productWeight w σ : ℂ) * clusterFunction φ α σ = 0 := by
  -- the average is the inner product with the constant cluster function
  have h0 : weightedInner (productWeight w) (clusterFunction φ o) (clusterFunction φ α) = 0 :=
    (clusterFunction_orthonormal h o α).trans (if_neg hα.symm)
  simpa [weightedInner, clusterFunction, ho] using h0

/-- The species weights `1 - x` and `x` of a binary site at concentration `x`. -/
def binaryWeight (x : ℝ) : Fin 2 → ℝ := ![1 - x, x]

/-- The constant function and the normalised occupation fluctuation of a binary site,
for concentrations `0 < x < 1`. -/
def binaryFunction (x : ℝ) : Fin 2 → Fin 2 → ℝ :=
  ![![1, 1], ![-x / √(x * (1 - x)), (1 - x) / √(x * (1 - x))]]

/-- For `0 < x < 1` the binary weight is a probability weight, and the two binary site
functions are orthonormal under it. -/
theorem binary_orthonormal_witness {x : ℝ} (h0 : 0 < x) (h1 : x < 1) :
    IsProbability (binaryWeight x) ∧
      WeightedOrthonormal (binaryWeight x) (fun k s => (binaryFunction x k s : ℂ)) := by
  have hpos : 0 < x * (1 - x) := mul_pos h0 (by linarith)
  have hr : 0 < √(x * (1 - x)) := Real.sqrt_pos.mpr hpos
  have hr2 : √(x * (1 - x)) ^ 2 = x * (1 - x) := Real.sq_sqrt hpos.le
  have key : ∀ k l, ∑ s, binaryWeight x s * (binaryFunction x k s * binaryFunction x l s) =
      if k = l then 1 else 0 := by
    unfold binaryFunction binaryWeight
    generalize √(x * (1 - x)) = r at hr hr2 ⊢
    have hq : (r⁻¹) ^ 2 * (x * (1 - x)) = 1 := by
      rw [← hr2, ← mul_pow, inv_mul_cancel₀ hr.ne', one_pow]
    intro k l
    fin_cases k <;> fin_cases l <;> simp [Fin.sum_univ_two]
    · ring
    · ring
    · linear_combination hq
  refine ⟨⟨fun s => ?_, ?_⟩, fun k l => ?_⟩
  · fin_cases s
    · exact sub_nonneg.mpr h1.le
    · exact h0.le
  · simp [binaryWeight, Fin.sum_univ_two]
  · have hc : weightedInner (binaryWeight x) (fun s => (binaryFunction x k s : ℂ))
        (fun s => (binaryFunction x l s : ℂ)) =
        ((∑ s, binaryWeight x s * (binaryFunction x k s * binaryFunction x l s) : ℝ) : ℂ) := by
      simp [weightedInner]
    rw [hc, key]
    split_ifs <;> simp

end

end ClusterExpansion
```

```lean
#print axioms ClusterExpansion.clusterFunction_orthonormal
#print axioms ClusterExpansion.cluster_expansion
#print axioms ClusterExpansion.clusterFunction_eq_prod_cluster
#print axioms ClusterExpansion.random_alloy_average_eq_zero
```

```
'ClusterExpansion.clusterFunction_orthonormal' depends on axioms: [propext, Classical.choice, Quot.sound]
'ClusterExpansion.cluster_expansion' depends on axioms: [propext, Classical.choice, Quot.sound]
'ClusterExpansion.clusterFunction_eq_prod_cluster' depends on axioms: [propext, Classical.choice, Quot.sound]
'ClusterExpansion.random_alloy_average_eq_zero' depends on axioms: [propext, Classical.choice, Quot.sound]
```

## From site sums to configuration sums

`inner_clusterFunction` is the factorisation: `Finset.prod_univ_sum` turns a product of site sums into a sum over configurations, and the summands are then matched factor by factor. `clusterFunction_orthonormal` splits on whether `α = β`. If not, `Function.ne_iff` supplies a site where they differ, and its zero factor kills the product.

`expansion_of_orthonormal` proves completeness for any finite set. The bijection `e` between labels and points lets both matrices carry the same index type, so `mul_eq_one_comm` can turn `A * B = 1` into `B * A = 1`. `cluster_expansion` applies this to configurations after counting labels.

`clusterFunction_eq_prod_cluster` removes the factors equal to 1, and `random_alloy_average_eq_zero` reads the average as an inner product with the constant cluster function. Finally, `binary_orthonormal_witness` checks the binary site of the opening example: `fin_cases` runs through the four pairs of labels, and `hq` supplies the normalisation of the fluctuation.
